# A phase whose energy touches a straight line lying below all phases is on the lower convex hull

Take finitely many phases of a binary system, where phase `i` has composition `x i`, the fraction of its atoms that belong to one chosen component, and energy `E i` per atom. The lemma allows any real values for both. A mixture is given by the fraction of all atoms held in each phase; these fractions are non-negative and sum to one. Its composition and its energy per atom are the averages of the `x i` and the `E i` weighted by these fractions, with no interaction term between phases. The hull energy at a composition is the infimum of the energies of all mixtures with that composition.

The lemma `onHull_of_line` says that if the line `α + μ * x` lies nowhere above the phase energies and phase `k` lies on it, then the hull energy at `x k` equals `E k`. The proof bounds the hull energy from above by treating the pure phase `k` as a mixture, and from below by using the fact that the line also lies nowhere above the energy of any mixture.

The first attempt, which Lean rejects:

```lean
import Mathlib

open Finset

namespace BinaryHullTieLine

noncomputable section

variable {ι : Type*} [Fintype ι]

/-- The phase fractions `w` form a mixture of overall composition `c`. -/
structure IsMixture (x : ι → ℝ) (c : ℝ) (w : ι → ℝ) : Prop where
  nonneg : ∀ i, 0 ≤ w i
  total : ∑ i, w i = 1
  mean : ∑ i, w i * x i = c

/-- Energy of a mixture with phase fractions `w`. -/
def mixEnergy (E w : ι → ℝ) : ℝ := ∑ i, w i * E i

/-- Hull energy: the infimum of the energies of all mixtures of composition `c`. -/
def hullEnergy (x E : ι → ℝ) (c : ℝ) : ℝ :=
  sInf {e | ∃ w, IsMixture x c w ∧ mixEnergy E w = e}

/-- A phase is on the hull when its energy is the hull energy at its composition. -/
def OnHull (x E : ι → ℝ) (k : ι) : Prop := hullEnergy x E (x k) = E k

/-- A straight line lying below all phases lies below all their mixtures. -/
theorem line_le_mixEnergy {x E w : ι → ℝ} {c : ℝ} (α μ : ℝ) (hw : IsMixture x c w)
    (h : ∀ i, α + μ * x i ≤ E i) : α + μ * c ≤ mixEnergy E w := by
  have h1 : ∑ i, w i * (α + μ * x i) = α * ∑ i, w i + μ * ∑ i, w i * x i := by
    rw [Finset.mul_sum, Finset.mul_sum, ← Finset.sum_add_distrib]
    exact Finset.sum_congr rfl fun i _ => by ring
  rw [hw.total, hw.mean, mul_one] at h1
  rw [← h1]
  exact Finset.sum_le_sum fun i _ => mul_le_mul_of_nonneg_left (h i) (hw.nonneg i)

/-- The hull energy is at most the energy of any mixture of the same composition. -/
theorem hullEnergy_le_mixEnergy {x E w : ι → ℝ} {c : ℝ} (hw : IsMixture x c w) :
    hullEnergy x E c ≤ mixEnergy E w := by
  refine csInf_le ⟨-∑ i, |E i|, ?_⟩ ⟨w, hw, rfl⟩
  rintro _ ⟨v, hv, rfl⟩
  have h := line_le_mixEnergy (E := E) (-∑ i, |E i|) 0 hv (fun i => by
    have h1 : |E i| ≤ ∑ j, |E j| :=
      Finset.single_le_sum (f := fun j => |E j|) (fun j _ => abs_nonneg _) (Finset.mem_univ i)
    have h2 := neg_abs_le (E i)
    linarith)
  linarith

/-- A phase that touches a straight line lying below all phases is on the hull. -/
theorem onHull_of_line {x E : ι → ℝ} {k : ι} (α μ : ℝ)
    (h : ∀ i, α + μ * x i ≤ E i) (hk : E k = α + μ * x k) : OnHull x E k := by
  classical
  -- the pure phase is itself a mixture
  have hp : IsMixture x (x k) (fun l => if l = k then 1 else 0) :=
    ⟨fun l => by dsimp only; split_ifs <;> norm_num, by simp, by simp⟩
  have he : mixEnergy E (fun l => if l = k then 1 else 0) = E k := by simp [mixEnergy]
  apply le_antisymm
  · exact (hullEnergy_le_mixEnergy hp).trans he.le
  · refine le_csInf ⟨_, _, hp, rfl⟩ ?_
    rintro _ ⟨w, hw, rfl⟩
    rw [hk]
    exact line_le_mixEnergy α μ hw h

end

end BinaryHullTieLine
```

The error:

```
Main.lean:55:17: error: `dsimp` made no progress
```

Diagnosis. The error arises in the proof that the pure phase is a mixture, at the part showing that its fractions are non-negative. These fractions are given by the function `fun l => if l = k then 1 else 0`. The `dsimp only` was there to apply this function to `l`, in case the goal still showed the function and its argument unreduced.

Lean had already done that step when it put the function into the type of the field `nonneg`, so the goal was simply that the `if` expression is at least 0. With no lemmas supplied, `dsimp only` found nothing to simplify, and `dsimp` reports an error when it changes nothing.

The repair deletes the call. `split_ifs` then works directly on the `if`, and `norm_num` proves the two resulting cases, `0 ≤ 1` and `0 ≤ 0`.

After these edits no error is left:

```diff
@@ -53,5 +53,5 @@
   -- the pure phase is itself a mixture
   have hp : IsMixture x (x k) (fun l => if l = k then 1 else 0) :=
-    ⟨fun l => by dsimp only; split_ifs <;> norm_num, by simp, by simp⟩
+    ⟨fun l => by split_ifs <;> norm_num, by simp, by simp⟩
   have he : mixEnergy E (fun l => if l = k then 1 else 0) = E k := by simp [mixEnergy]
   apply le_antisymm
```
